# Two-sided bound on the ground energy when a Hermitian perturbation is smaller than half the gap

The ground energy of a Hermitian operator $A$ is taken here to be the infimum of its expectation value over unit vectors, not its least eigenvalue. The infimum needs no minimising state, so the setting can be any complex inner product space $V$ with bounded operators. For a Hermitian matrix, the two notions agree by the spectral theorem.

In Lean 4 with Mathlib:

```lean
import Mathlib

open scoped InnerProductSpace ComplexConjugate

namespace GappedGroundEnergy

noncomputable section

variable {V : Type*} [NormedAddCommGroup V] [InnerProductSpace ℂ V]
```

Write $\langle A\rangle_x=\mathrm{Re}\,\langle x,Ax\rangle$, which is `expect A x`. The inner product is conjugate-linear in its first slot. For a nonzero vector of any length, the physical expectation value is $\langle A\rangle_x/\|x\|^2$.

```lean
/-- The real part of `⟨x, A x⟩`, which for Hermitian `A` and unit `x` is the expectation value. -/
def expect (A : V →L[ℂ] V) (x : V) : ℝ := (⟪x, A x⟫_ℂ).re
```

Write $E(A)$ for `groundEnergy A`.

```lean
/-- The infimum of `expect A x` over unit vectors `x`, which is the ground energy for Hermitian `A`,
for a space that contains a unit vector. -/
def groundEnergy (A : V →L[ℂ] V) : ℝ := sInf {e | ∃ x : V, ‖x‖ = 1 ∧ expect A x = e}
```

The unperturbed system is a Hermitian $H$ with a unit eigenvector $\psi$ of energy $E_0$. Every unit vector orthogonal to $\psi$ has energy at least $E_0+g$. With $g>0$, this assumption describes a non-degenerate ground state separated from all excitations, as in a finite cluster with a closed shell. In the general theorems the gap is assumed; it is checked only for the two-site example in (h). Degenerate ground levels and unbounded operators, such as the continuum kinetic energy, are not covered.

```lean
/-- `H` is Hermitian, `ψ` is a unit eigenvector with energy `E₀`, and every unit vector
orthogonal to `ψ` has energy at least `E₀ + g`. -/
structure IsGapped (H : V →L[ℂ] V) (ψ : V) (E₀ g : ℝ) : Prop where
  hermitian : (H : V →ₗ[ℂ] V).IsSymmetric
  unit : ‖ψ‖ = 1
  eigen : H ψ = (E₀ : ℂ) • ψ
  gap : ∀ χ : V, ‖χ‖ = 1 → ⟪ψ, χ⟫_ℂ = 0 → E₀ + g ≤ expect H χ
```

## (a) Energies and the operator norm

Let $\|A\|$ be the operator norm of $A$. Show that for every $x$
$$|\langle A\rangle_x|\le\|A\|\,\|x\|^2 .$$

**Solution.** A real part is no larger than the modulus, so Cauchy–Schwarz gives $|\langle A\rangle_x|\le\|x\|\,\|Ax\|$. Then use $\|Ax\|\le\|A\|\,\|x\|$. The code states these three inequalities as `h1`, `h2` and `h3`, and `nlinarith` chains them.

```lean
/-- The real part of `⟨x, A x⟩` has absolute value at most the operator norm times the squared
length of `x`. -/
theorem abs_expect_le (A : V →L[ℂ] V) (x : V) : |expect A x| ≤ ‖A‖ * ‖x‖ ^ 2 := by
  have h1 : |expect A x| ≤ ‖⟪x, A x⟫_ℂ‖ := Complex.abs_re_le_norm _
  have h2 := norm_inner_le_norm (𝕜 := ℂ) x (A x)
  have h3 := mul_le_mul_of_nonneg_left (A.le_opNorm x) (norm_nonneg x)
  nlinarith
```

## (b) Normalising a vector

For $v\ne0$ put $u=v/\|v\|$. Show that
$$\|u\|=1,\qquad \langle A\rangle_u=\frac{\langle A\rangle_v}{\|v\|^2}.$$

**Solution.** The factor $1/\|v\|$ is real and positive. It appears once in the norm and twice in $\langle u,Au\rangle$, once from each slot.

```lean
/-- Normalising a nonzero vector `v` gives a unit vector and divides the real part of `⟨v, A v⟩` by
`‖v‖²`. -/
theorem expect_normalised (A : V →L[ℂ] V) {v : V} (hv : v ≠ 0) :
    ‖((‖v‖⁻¹ : ℝ) : ℂ) • v‖ = 1 ∧
      expect A (((‖v‖⁻¹ : ℝ) : ℂ) • v) = expect A v / ‖v‖ ^ 2 := by
  have hn : ‖v‖ ≠ 0 := norm_ne_zero_iff.mpr hv
  constructor
  · rw [norm_smul, Complex.norm_real, norm_inv, norm_norm, inv_mul_cancel₀ hn]
  · simp only [expect, map_smul, inner_smul_left, inner_smul_right, Complex.conj_ofReal,
      Complex.re_ofReal_mul]
    field_simp
```

## (c) Eigenvectors

Let $Ax=ex$ with $e$ real. Show that
$$\langle A\rangle_x=e\,\|x\|^2 .$$

**Solution.** $\langle x,Ax\rangle=e\langle x,x\rangle=e\|x\|^2$.

```lean
/-- If `A x = e x` with `e` real, then the real part of `⟨x, A x⟩` is `e ‖x‖²`. -/
theorem expect_eigen {A : V →L[ℂ] V} {x : V} {e : ℝ} (hx : A x = (e : ℂ) • x) :
    expect A x = e * ‖x‖ ^ 2 := by
  have h : (⟪x, x⟫_ℂ).re = ‖x‖ ^ 2 := inner_self_eq_norm_sq (𝕜 := ℂ) x
  rw [expect, hx, inner_smul_right, Complex.re_ofReal_mul, h]
```

## (d) Energy of a superposition

For Hermitian $A$, a complex number $a$ and vectors $\psi,\varphi$, show that
$$\langle A\rangle_{a\psi+\varphi}=|a|^2\langle A\rangle_\psi+2\,\mathrm{Re}\big(\bar a\langle A\psi,\varphi\rangle\big)+\langle A\rangle_\varphi .$$

**Solution.** Expanding $\langle a\psi+\varphi,\,aA\psi+A\varphi\rangle$ gives the two diagonal terms and $\bar a\langle\psi,A\varphi\rangle+a\langle\varphi,A\psi\rangle$. Hermiticity turns the first of these into $\bar a\langle A\psi,\varphi\rangle$, and the second is its complex conjugate. Their sum is twice the real part. In the code, `h1` and `h2` are the identities behind these two steps, `simp` expands both sides into real and imaginary parts, and `ring` closes the resulting real identity.

```lean
/-- For Hermitian `A`, the value of `⟨x, A x⟩` in a superposition is the sum of two diagonal
terms and one interference term. -/
theorem expect_split {A : V →L[ℂ] V} (hA : (A : V →ₗ[ℂ] V).IsSymmetric) (a : ℂ) (ψ φ : V) :
    expect A (a • ψ + φ) =
      ‖a‖ ^ 2 * expect A ψ + 2 * (conj a * ⟪A ψ, φ⟫_ℂ).re + expect A φ := by
  have h1 : ⟪ψ, A φ⟫_ℂ = ⟪A ψ, φ⟫_ℂ := (hA ψ φ).symm
  have h2 : ⟪φ, A ψ⟫_ℂ = conj ⟪A ψ, φ⟫_ℂ := (inner_conj_symm _ _).symm
  simp only [expect, map_add, map_smul, inner_add_left, inner_add_right, inner_smul_left,
    inner_smul_right, h1, h2, Complex.sq_norm, Complex.normSq_apply, Complex.add_re,
    Complex.add_im, Complex.mul_re, Complex.mul_im, Complex.conj_re, Complex.conj_im]
  ring
```

## (e) The variational principle

Show that for every unit vector $x$
$$E(A)\le\langle A\rangle_x .$$

**Solution.** By (a), all energies of unit vectors are at least $-\|A\|$. The set of energies is therefore bounded below, and its infimum is at most each of its members.

```lean
/-- Variational principle: for any unit trial vector `x`, the value `expect A x` is an upper bound
for `groundEnergy A`. -/
theorem groundEnergy_le (A : V →L[ℂ] V) {x : V} (hx : ‖x‖ = 1) :
    groundEnergy A ≤ expect A x := by
  refine csInf_le ⟨-‖A‖, ?_⟩ ⟨x, hx, rfl⟩
  rintro _ ⟨y, hy, rfl⟩
  have h := abs_expect_le A y
  rw [hy, one_pow, mul_one] at h
  exact (abs_le.mp h).1
```

## (f) A lower bound from the fluctuation of the perturbation

Let $W$ be Hermitian, and set $m=\|W\|$, $w=\langle W\rangle_\psi$, $s=\|W\psi-w\psi\|$ and $D=g-2m$. Here $s$ is the standard deviation of $W$ in $\psi$. For $D>0$ show that
$$E_0+w-\frac{s^2}{D}\le E(H+W).$$

**Solution.** Take a unit vector $x$ and write $x=a\psi+\varphi$ with $a=\langle\psi,x\rangle$ and $\langle\psi,\varphi\rangle=0$. With $r=\|\varphi\|$, Pythagoras gives $|a|^2=1-r^2$.

The interference term of $H$ vanishes because $\langle H\psi,\varphi\rangle=E_0\langle\psi,\varphi\rangle=0$. For $\varphi\neq0$, the gap assumption applied to $\varphi/r$ gives $\langle H\rangle_\varphi\ge(E_0+g)r^2$ by (b), and for $\varphi=0$ this is trivial. Hence
$$\langle H\rangle_x\ge E_0(1-r^2)+(E_0+g)r^2=E_0+g r^2 .$$

For $W$, orthogonality gives $\langle W\psi,\varphi\rangle=\langle W\psi-w\psi,\varphi\rangle$, of modulus at most $sr$. Since $|a|\le1$, $w\le m$ and $\langle W\rangle_\varphi\ge-mr^2$,
$$\langle W\rangle_x\ge(1-r^2)w-2sr-mr^2\ge w-2sr-2mr^2 .$$

Adding the two and completing the square,
$$\langle H+W\rangle_x\ge E_0+w+Dr^2-2sr=E_0+w+D\Big(r-\frac sD\Big)^2-\frac{s^2}{D}.$$
Drop the square and take the infimum over $x$.

In the code, `le_csInf` reduces the claim to one unit vector, and `obtain` splits it. The steps `hgap` and `hs` are the gap estimate and the completed square, and the final `linarith` adds the estimates.

```lean
variable {H W : V →L[ℂ] V} {ψ : V} {E₀ g : ℝ}

/-- For a gapped `H` and Hermitian `W` with `2‖W‖ < g`, the ground energy of `H + W` is at least
`E₀ + ⟨ψ, W ψ⟩` minus the squared fluctuation of `W` in `ψ` over `g - 2‖W‖`. -/
theorem fluctuation_lower_bound (h : IsGapped H ψ E₀ g)
    (hW : (W : V →ₗ[ℂ] V).IsSymmetric) (hg : 2 * ‖W‖ < g) :
    E₀ + expect W ψ - ‖W ψ - (expect W ψ : ℂ) • ψ‖ ^ 2 / (g - 2 * ‖W‖)
      ≤ groundEnergy (H + W) := by
  refine le_csInf ⟨_, ψ, h.unit, rfl⟩ ?_
  rintro _ ⟨x, hx, rfl⟩
  -- split the trial vector along `ψ` and orthogonally to it
  obtain ⟨a, φ, rfl, hφ⟩ : ∃ (a : ℂ) (φ : V), x = a • ψ + φ ∧ ⟪ψ, φ⟫_ℂ = 0 :=
    ⟨⟪ψ, x⟫_ℂ, x - ⟪ψ, x⟫_ℂ • ψ, by abel, by
      rw [inner_sub_right, inner_smul_right, inner_self_eq_norm_sq_to_K, h.unit]; simp⟩
  have hn : ‖a‖ ^ 2 = 1 - ‖φ‖ ^ 2 := by
    have h1 := norm_add_sq (𝕜 := ℂ) (a • ψ) φ
    rw [hx, inner_smul_left, hφ, norm_smul, h.unit] at h1
    simp only [mul_zero, map_zero, mul_one, one_pow, add_zero] at h1
    linarith
  have ha : ‖a‖ ≤ 1 := by nlinarith [norm_nonneg a, sq_nonneg ‖φ‖]
  -- `H` has no interference term, and the orthogonal part pays the gap
  have hH := expect_split h.hermitian a ψ φ
  have hz : ⟪H ψ, φ⟫_ℂ = 0 := by rw [h.eigen, inner_smul_left, hφ, mul_zero]
  rw [expect_eigen h.eigen, h.unit, hz, mul_zero, Complex.zero_re, hn] at hH
  have hgap : (E₀ + g) * ‖φ‖ ^ 2 ≤ expect H φ := by
    by_cases h0 : φ = 0
    · simp [h0, expect]
    · obtain ⟨h1, h2⟩ := expect_normalised H h0
      have h3 := h.gap _ h1 (by rw [inner_smul_right, hφ, mul_zero])
      rwa [h2, le_div_iff₀ (pow_pos (norm_pos_iff.mpr h0) 2)] at h3
  -- the interference term of `W` sees only its fluctuation in `ψ`
  have hWx := expect_split hW a ψ φ
  rw [hn] at hWx
  have hWψ := abs_expect_le W ψ
  rw [h.unit, one_pow, mul_one] at hWψ
  have hdiag := mul_le_mul_of_nonneg_right (abs_le.mp hWψ).2 (sq_nonneg ‖φ‖)
  have hWφ := (abs_le.mp (abs_expect_le W φ)).1
  have e : ⟪W ψ - (expect W ψ : ℂ) • ψ, φ⟫_ℂ = ⟪W ψ, φ⟫_ℂ := by
    rw [inner_sub_left, inner_smul_left, hφ, mul_zero, sub_zero]
  have h1 := norm_inner_le_norm (𝕜 := ℂ) (W ψ - (expect W ψ : ℂ) • ψ) φ
  rw [e] at h1
  have h2 := Complex.abs_re_le_norm (conj a * ⟪W ψ, φ⟫_ℂ)
  rw [norm_mul, RCLike.norm_conj] at h2
  have h3 := mul_le_mul_of_nonneg_right ha (norm_nonneg ⟪W ψ, φ⟫_ℂ)
  have h4 := neg_abs_le (conj a * ⟪W ψ, φ⟫_ℂ).re
  have hadd : expect (H + W) (a • ψ + φ) = expect H (a • ψ + φ) + expect W (a • ψ + φ) := by
    simp only [expect, add_apply, inner_add_right, Complex.add_re]
  -- complete the square in the length of the orthogonal part
  have hD : 0 < g - 2 * ‖W‖ := by linarith
  have hs : 2 * ‖W ψ - (expect W ψ : ℂ) • ψ‖ * ‖φ‖ - (g - 2 * ‖W‖) * ‖φ‖ ^ 2 ≤
      ‖W ψ - (expect W ψ : ℂ) • ψ‖ ^ 2 / (g - 2 * ‖W‖) := by
    rw [le_div_iff₀ hD]
    nlinarith [sq_nonneg (‖W ψ - (expect W ψ : ℂ) • ψ‖ - (g - 2 * ‖W‖) * ‖φ‖)]
  rw [hadd, hH, hWx]
  linarith
```

## (g) The two-sided bound

Under the same assumptions, show that
$$E_0+w-\frac{m^2}{g-2m}\le E(H+W)\le E_0+w .$$

**Solution.** Since $\mathrm{Re}\,\langle W\psi,w\psi\rangle=w^2$, we have $s^2=\|W\psi\|^2-w^2\le m^2$, which is `h4` in the code. The lower bound follows from (f). The upper bound is (e) with $\psi$ as trial vector, because $\langle H+W\rangle_\psi=E_0+w$.

```lean
/-- For a gapped `H` and Hermitian `W` with `2‖W‖ < g`, the ground energy of `H + W` lies between
`E₀ + ⟨ψ, W ψ⟩ - ‖W‖² / (g - 2‖W‖)` and `E₀ + ⟨ψ, W ψ⟩`. -/
theorem groundEnergy_bounds (h : IsGapped H ψ E₀ g)
    (hW : (W : V →ₗ[ℂ] V).IsSymmetric) (hg : 2 * ‖W‖ < g) :
    E₀ + expect W ψ - ‖W‖ ^ 2 / (g - 2 * ‖W‖) ≤ groundEnergy (H + W) ∧
      groundEnergy (H + W) ≤ E₀ + expect W ψ := by
  constructor
  · -- the fluctuation of `W` is at most its norm
    have hc : (⟪W ψ, ψ⟫_ℂ).re = expect W ψ := congrArg Complex.re (hW ψ ψ)
    have hr : RCLike.re ⟪W ψ, (expect W ψ : ℂ) • ψ⟫_ℂ = expect W ψ * expect W ψ := by
      rw [inner_smul_right]
      change ((expect W ψ : ℂ) * ⟪W ψ, ψ⟫_ℂ).re = _
      rw [Complex.re_ofReal_mul, hc]
    have h1 := norm_sub_sq (𝕜 := ℂ) (W ψ) ((expect W ψ : ℂ) • ψ)
    rw [hr, norm_smul, h.unit, mul_one, Complex.norm_real, Real.norm_eq_abs, sq_abs] at h1
    have h2 := W.le_opNorm ψ
    rw [h.unit, mul_one] at h2
    have h3 := pow_le_pow_left₀ (norm_nonneg (W ψ)) h2 2
    have h4 : ‖W ψ - (expect W ψ : ℂ) • ψ‖ ^ 2 ≤ ‖W‖ ^ 2 := by
      nlinarith [sq_nonneg (expect W ψ)]
    have hD : 0 < g - 2 * ‖W‖ := by linarith
    have h5 := div_le_div_of_nonneg_right h4 hD.le
    linarith [fluctuation_lower_bound h hW hg]
  · -- `ψ` itself is the trial vector
    have h1 := groundEnergy_le (H + W) h.unit
    have h2 : expect (H + W) ψ = expect H ψ + expect W ψ := by
      simp only [expect, add_apply, inner_add_right, Complex.add_re]
    rwa [h2, expect_eigen h.eigen, h.unit, one_pow, mul_one] at h1
```

Applied to a scaled perturbation, (g) gives the first-order change of the ground energy. Let $g>0$ and replace $W$ by $tW$ with $t$ real and $2|t|m<g$. Then
$$|E(H+tW)-E_0-tw|\le\frac{t^2m^2}{g-2|t|m},$$
so $E(H+tW)$ has derivative $w$ at $t=0$. This consequence is derived by hand and has no theorem in the code. If $W$ is the occupation operator of a lattice site, the derivative of the energy with respect to that site's potential is the site density, for a finite system with a non-degenerate, gapped ground state.

## (h) Two sites with a weak hopping

One particle lives on two sites, numbered 0 and 1. Take
$$H=\begin{pmatrix}0&0\\0&1\end{pmatrix},\quad W=\begin{pmatrix}0&\tfrac14\\\tfrac14&0\end{pmatrix},\quad \psi=\begin{pmatrix}1\\0\end{pmatrix}.$$
Show that the assumptions of (g) hold with $E_0=0$ and $g=1$, in particular
$$2\|W\|<1 .$$

**Solution.** Both matrices are Hermitian, and $H\psi=0$. A unit vector orthogonal to $\psi$ is $(0,c)$ with $|c|=1$, and its energy is 1. Finally $\|Wx\|^2=\tfrac1{16}(|x_1|^2+|x_0|^2)$, so $\|W\|=\tfrac14$. The code needs only $\|W\|\le\tfrac14$, which is `hb`.

In numbers, $w=0$ and $m^2/(g-2m)=\tfrac1{16}\big/\tfrac12=\tfrac18$, so (g) places the ground energy between $-0.125$ and $0$. Diagonalising $H+W$ gives $\tfrac12\big(1-\sqrt{5/4}\big)\approx-0.059$, inside that interval.

The matrices become operators through `twoSite`.

```lean
/-- The operator on the state space of one particle on two sites given by a `2 × 2` matrix. -/
def twoSite (M : Matrix (Fin 2) (Fin 2) ℂ) :
    EuclideanSpace ℂ (Fin 2) →L[ℂ] EuclideanSpace ℂ (Fin 2) :=
  Matrix.toEuclideanCLM (n := Fin 2) (𝕜 := ℂ) M
```

The theorem then collects the assumptions.

```lean
/-- Two sites with energies 0 and 1, perturbed by a hopping of strength 1/4, meet all the
hypotheses of the two-sided bound with `E₀ = 0` and `g = 1`. -/
theorem groundEnergy_bounds_witness :
    IsGapped (twoSite !![0, 0; 0, 1]) !₂[1, 0] 0 1 ∧
      (twoSite !![0, 1/4; 1/4, 0] : EuclideanSpace ℂ (Fin 2) →ₗ[ℂ] _).IsSymmetric ∧
      2 * ‖twoSite !![0, 1/4; 1/4, 0]‖ < 1 := by
  have e : ∀ M x i, (twoSite M x).ofLp i = M i 0 * x.ofLp 0 + M i 1 * x.ofLp 1 := by
    intro M x i
    change (Matrix.mulVec M x.ofLp) i = _
    simp [Matrix.mulVec, dotProduct, Fin.sum_univ_two]
  have h0 : ∀ x, (twoSite !![0, 0; 0, 1] x).ofLp 0 = 0 := fun x => by simp [e]
  have h1 : ∀ x, (twoSite !![0, 0; 0, 1] x).ofLp 1 = x.ofLp 1 := fun x => by simp [e]
  have w0 : ∀ x, (twoSite !![0, 1/4; 1/4, 0] x).ofLp 0 = 1/4 * x.ofLp 1 :=
    fun x => by simp [e]
  have w1 : ∀ x, (twoSite !![0, 1/4; 1/4, 0] x).ofLp 1 = 1/4 * x.ofLp 0 :=
    fun x => by simp [e]
  refine ⟨⟨?_, ?_, ?_, ?_⟩, ?_, ?_⟩
  · intro x y
    change ⟪twoSite _ x, y⟫_ℂ = ⟪x, twoSite _ y⟫_ℂ
    simp only [PiLp.inner_apply, Fin.sum_univ_two, RCLike.inner_apply, h0, h1, map_zero,
      mul_zero, zero_mul]
  · simp [EuclideanSpace.norm_eq, Fin.sum_univ_two]
  · ext i
    fin_cases i <;> simp [h0, h1]
  · -- a unit vector orthogonal to the first site lives on the second
    intro χ hχ ho
    have hχ0 : χ.ofLp 0 = 0 := by
      simpa [PiLp.inner_apply, Fin.sum_univ_two] using ho
    have hn := EuclideanSpace.norm_sq_eq χ
    rw [hχ, Fin.sum_univ_two, hχ0, norm_zero, Complex.sq_norm, Complex.normSq_apply] at hn
    simp only [expect, PiLp.inner_apply, Fin.sum_univ_two, RCLike.inner_apply, h0, h1,
      zero_mul, zero_add, Complex.mul_re, Complex.conj_re, Complex.conj_im]
    linarith
  · intro x y
    change ⟪twoSite _ x, y⟫_ℂ = ⟪x, twoSite _ y⟫_ℂ
    have hq : conj (1/4 : ℂ) = 1/4 := Complex.conj_eq_iff_im.mpr (by norm_num)
    simp only [PiLp.inner_apply, Fin.sum_univ_two, RCLike.inner_apply, w0, w1, map_mul, hq]
    ring
  · have hb : ‖twoSite !![0, 1/4; 1/4, 0]‖ ≤ 1/4 := by
      refine ContinuousLinearMap.opNorm_le_bound _ (by norm_num) fun x => ?_
      have hq : ‖(1/4 : ℂ)‖ = 1/4 := by norm_num
      have h2 := EuclideanSpace.norm_sq_eq (twoSite !![0, 1/4; 1/4, 0] x)
      have h3 := EuclideanSpace.norm_sq_eq x
      rw [Fin.sum_univ_two, w0, w1, norm_mul, norm_mul, hq] at h2
      rw [Fin.sum_univ_two] at h3
      nlinarith [norm_nonneg x, norm_nonneg (twoSite !![0, 1/4; 1/4, 0] x)]
    linarith

end

end GappedGroundEnergy
```

```lean
#print axioms GappedGroundEnergy.groundEnergy_bounds
```

```
'GappedGroundEnergy.groundEnergy_bounds' depends on axioms: [propext, Classical.choice, Quot.sound]
```
